# A complex matrix is positive definite exactly when it is exp(−K) for one and only one Hermitian K

## States and modular Hamiltonians as finite matrices

```lean
import Mathlib

open Matrix
open scoped ComplexOrder

namespace ModularHamiltonian

variable {n : Type*} [Fintype n] [DecidableEq n]
```

States and operators are complex square matrices whose rows and columns are labelled by a finite type `n`, which indexes an orthonormal basis of a finite-dimensional Hilbert space. Infinite-dimensional systems are not covered.

```lean
/-- `K` is a modular Hamiltonian of `R`: it is Hermitian and `R = exp(-K)`. -/
def IsModularHamiltonian (K R : Matrix n n ℂ) : Prop :=
  K.IsHermitian ∧ R = NormedSpace.exp (-K)
```

`IsModularHamiltonian K R` says that K† = K and R = exp(−K). Lean writes † as `ᴴ` and the matrix exponential as `NormedSpace.exp`. K is dimensionless: no temperature has been split off.

```lean
/-- A density matrix is a positive semidefinite matrix of trace one. -/
def IsDensityMatrix (ρ : Matrix n n ℂ) : Prop :=
  ρ.PosSemidef ∧ ρ.trace = 1
```

A density matrix ρ is positive semidefinite with tr ρ = 1. Zero eigenvalues are allowed, so pure states are included.

## The exponential in an eigenbasis

```lean
/-- A Hermitian matrix is diagonal, with its real eigenvalues as entries, in some
orthonormal basis. -/
theorem spectral_form {A : Matrix n n ℂ} (hA : A.IsHermitian) :
    ∃ U : Matrix n n ℂ, U * Uᴴ = 1 ∧
      A = U * diagonal (fun i => (hA.eigenvalues i : ℂ)) * Uᴴ := by
  refine ⟨hA.eigenvectorUnitary, ?_, ?_⟩
  · exact Matrix.mem_unitaryGroup_iff.mp hA.eigenvectorUnitary.2
  · have h := hA.spectral_theorem
    exact h
```

This is the spectral theorem. With orthonormal eigenvectors as the columns of U and real eigenvalues aᵢ,

A = U diag(aᵢ) U†, U U† = 1.

```lean
/-- If `U` is unitary and `K = U diag(a i) Uᴴ` with real `a i`, then `exp(-K) = U diag(exp(-a i))
Uᴴ`. -/
theorem exp_neg_conj (U : Matrix n n ℂ) (hU : U * Uᴴ = 1) (a : n → ℝ) :
    NormedSpace.exp (-(U * diagonal (fun i => (a i : ℂ)) * Uᴴ)) =
      U * diagonal (fun i => ((Real.exp (-a i) : ℝ) : ℂ)) * Uᴴ := by
  have hinv : U⁻¹ = Uᴴ := Matrix.inv_eq_right_inv hU
  have hu : IsUnit U := ⟨⟨U, Uᴴ, hU, mul_eq_one_comm.mp hU⟩, rfl⟩
  have hd : diagonal (fun i => -(a i : ℂ)) = -diagonal (fun i => (a i : ℂ)) :=
    (Matrix.diagonal_neg _).symm
  have hneg : -(U * diagonal (fun i => (a i : ℂ)) * Uᴴ) =
      U * diagonal (fun i => -(a i : ℂ)) * U⁻¹ := by
    rw [hinv, hd, mul_neg, neg_mul]
  have he : NormedSpace.exp (fun i => -(a i : ℂ)) =
      fun i => ((Real.exp (-a i) : ℝ) : ℂ) := by
    funext i
    rw [Pi.coe_exp, ← Complex.exp_eq_exp_ℂ]
    simp
  rw [hneg, Matrix.exp_conj _ _ hu, Matrix.exp_diagonal, hinv, he]
```

Since U†U = 1, the inner factors cancel in every power, (U D U†)ᵏ = U Dᵏ U†. Summing the exponential series gives

exp(−U diag(aᵢ) U†) = U diag(exp(−aᵢ)) U†.

Mathlib's `Matrix.exp_conj` does the same with U⁻¹, so the proof first identifies U⁻¹ with U†.

## Comparing two Hamiltonians through their exponentials

```lean
/-- An intertwining relation may be checked after passing to two orthonormal bases. -/
theorem conj_intertwine {U V : Matrix n n ℂ} (hU : U * Uᴴ = 1) (hV : V * Vᴴ = 1)
    (E F X : Matrix n n ℂ) :
    U * E * Uᴴ * X = X * (V * F * Vᴴ) ↔ E * (Uᴴ * X * V) = Uᴴ * X * V * F := by
  have hU' : Uᴴ * U = 1 := mul_eq_one_comm.mp hU
  have hV' : Vᴴ * V = 1 := mul_eq_one_comm.mp hV
  constructor
  · intro h
    calc E * (Uᴴ * X * V) = (Uᴴ * U) * (E * (Uᴴ * X * V)) := by rw [hU', one_mul]
      _ = Uᴴ * (U * E * Uᴴ * X) * V := by simp only [mul_assoc]
      _ = Uᴴ * (X * (V * F * Vᴴ)) * V := by rw [h]
      _ = Uᴴ * X * V * F * (Vᴴ * V) := by simp only [mul_assoc]
      _ = Uᴴ * X * V * F := by rw [hV', mul_one]
  · intro h
    calc U * E * Uᴴ * X = U * E * Uᴴ * X * (V * Vᴴ) := by rw [hV, mul_one]
      _ = U * (E * (Uᴴ * X * V)) * Vᴴ := by simp only [mul_assoc]
      _ = U * (Uᴴ * X * V * F) * Vᴴ := by rw [h]
      _ = (U * Uᴴ) * (X * (V * F * Vᴴ)) := by simp only [mul_assoc]
      _ = X * (V * F * Vᴴ) := by rw [hU, one_mul]
```

Here E and F are any matrices, and X is an operator taken between two bases U and V. Multiplying

U E U† X = X V F V†

by U† on the left and V on the right gives E W = W F, with W = U† X V. Multiplying by U and V† goes back. The two `calc` chains are these two directions.

```lean
/-- For Hermitian `K` and `L`, an operator intertwines `exp(-K)` and `exp(-L)` exactly when
it intertwines `K` and `L`. -/
theorem exp_intertwine_iff {K L : Matrix n n ℂ} (hK : K.IsHermitian) (hL : L.IsHermitian)
    (X : Matrix n n ℂ) :
    NormedSpace.exp (-K) * X = X * NormedSpace.exp (-L) ↔ K * X = X * L := by
  obtain ⟨U, hU, hKU⟩ := spectral_form hK
  obtain ⟨V, hV, hLV⟩ := spectral_form hL
  generalize hK.eigenvalues = a at hKU
  generalize hL.eigenvalues = b at hLV
  rw [hKU, hLV, exp_neg_conj U hU, exp_neg_conj V hV, conj_intertwine hU hV,
    conj_intertwine hU hV]
  generalize Uᴴ * X * V = W
  -- Both relations say that `W i j` vanishes unless `a i = b j`.
  rw [← Matrix.ext_iff, ← Matrix.ext_iff]
  refine forall_congr' fun i => forall_congr' fun j => ?_
  rw [diagonal_mul, mul_diagonal, diagonal_mul, mul_diagonal]
  by_cases hw : W i j = 0
  · simp [hw]
  · constructor
    · intro h
      have h1 := Complex.ofReal_injective (mul_right_cancel₀ hw (h.trans (mul_comm _ _)))
      have h2 : a i = b j := neg_injective (Real.exp_injective h1)
      rw [h2, mul_comm]
    · intro h
      have h2 : a i = b j :=
        Complex.ofReal_injective (mul_right_cancel₀ hw (h.trans (mul_comm _ _)))
      rw [h2, mul_comm]
```

For Hermitian K and L, with eigenvalues aᵢ and bⱼ, the theorem says

exp(−K) X = X exp(−L) ⇔ K X = X L.

In the two eigenbases, the left and right relations read, entry by entry,

exp(−aᵢ) Wᵢⱼ = Wᵢⱼ exp(−bⱼ) and aᵢ Wᵢⱼ = Wᵢⱼ bⱼ.

If Wᵢⱼ = 0, both hold. Otherwise Wᵢⱼ cancels, and both say aᵢ = bⱼ, because the real exponential is injective. The tactic `by_cases` makes this split.

## Existence and uniqueness of K

```lean
/-- The exponential `exp(-K)` of a Hermitian matrix is positive definite. -/
theorem posDef_exp_neg {K : Matrix n n ℂ} (hK : K.IsHermitian) :
    (NormedSpace.exp (-K)).PosDef := by
  -- Write `exp(-K)` as the square of the Hermitian matrix `exp(-K/2)`.
  have hA : ((-(1 / 2) : ℝ) • K).IsHermitian := by
    unfold Matrix.IsHermitian
    rw [Matrix.conjTranspose_smul, hK.eq, star_trivial]
  have hsum : -K = (-(1 / 2) : ℝ) • K + (-(1 / 2) : ℝ) • K := by module
  have hsq : NormedSpace.exp (-K) =
      (NormedSpace.exp ((-(1 / 2) : ℝ) • K))ᴴ * NormedSpace.exp ((-(1 / 2) : ℝ) • K) := by
    rw [hA.exp.eq, ← Matrix.exp_add_of_commute _ _ (Commute.refl _), ← hsum]
  have hpos : (NormedSpace.exp (-K)).PosSemidef := by
    rw [hsq]
    exact Matrix.posSemidef_conjTranspose_mul_self _
  exact hpos.posDef_iff_isUnit.mpr (Matrix.isUnit_exp _)
```

Put B = exp(−K/2), which is Hermitian. Then exp(−K) = B†B, and for every vector v

⟨v, B†B v⟩ = ‖B v‖² ≥ 0.

So exp(−K) is positive semidefinite. It is also invertible, with inverse exp(K), and is therefore positive definite.

```lean
/-- A complex matrix is positive definite if and only if it equals `exp(-K)` for exactly one
Hermitian matrix `K`. -/
theorem posDef_iff_existsUnique (R : Matrix n n ℂ) :
    R.PosDef ↔ ∃! K : Matrix n n ℂ, IsModularHamiltonian K R := by
  constructor
  · intro hR
    obtain ⟨U, hU, hRU⟩ := spectral_form hR.isHermitian
    have hlog : ∀ i, Real.exp (Real.log (hR.isHermitian.eigenvalues i)) =
        hR.isHermitian.eigenvalues i := fun i => Real.exp_log (hR.eigenvalues_pos i)
    generalize hR.isHermitian.eigenvalues = r at hRU hlog
    -- Existence: take minus the logarithm of each eigenvalue.
    have hD : (diagonal (fun i => ((-Real.log (r i) : ℝ) : ℂ)))ᴴ =
        diagonal (fun i => ((-Real.log (r i) : ℝ) : ℂ)) := by
      rw [diagonal_conjTranspose]
      congr 1
      funext i
      exact Complex.conj_ofReal _
    have e := exp_neg_conj U hU (fun i => -Real.log (r i))
    simp only [neg_neg, hlog] at e
    refine ⟨U * diagonal (fun i => ((-Real.log (r i) : ℝ) : ℂ)) * Uᴴ,
      ⟨?_, hRU.trans e.symm⟩, ?_⟩
    · unfold Matrix.IsHermitian
      rw [conjTranspose_mul, conjTranspose_mul, conjTranspose_conjTranspose, hD, mul_assoc]
    · -- Uniqueness: the identity intertwines the two exponentials.
      rintro L ⟨hL, hRL⟩
      have hK : (U * diagonal (fun i => ((-Real.log (r i) : ℝ) : ℂ)) * Uᴴ).IsHermitian := by
        unfold Matrix.IsHermitian
        rw [conjTranspose_mul, conjTranspose_mul, conjTranspose_conjTranspose, hD, mul_assoc]
      have h := (exp_intertwine_iff hL hK 1).mp (by
        rw [mul_one, one_mul, ← hRL]
        exact hRU.trans e.symm)
      rwa [mul_one, one_mul] at h
  · rintro ⟨K, ⟨hK, hRK⟩, -⟩
    rw [hRK]
    exact posDef_exp_neg hK
```

The symbol `∃!` means "there is exactly one". Let R be positive definite, R = U diag(rᵢ) U† with all rᵢ > 0. Then

K = U diag(−log rᵢ) U†

is Hermitian, and exp(−K) = U diag(rᵢ) U† = R. If L is another Hermitian matrix with exp(−L) = R, then exp(−L) · 1 = 1 · exp(−K), and `exp_intertwine_iff` with X = 1 gives L = K. The converse direction is the positivity of exp(−K).

## Density matrices, symmetries and Gibbs states

```lean
/-- A density matrix has full rank (is invertible) if and only if it has a unique modular
Hamiltonian. -/
theorem density_isUnit_iff_existsUnique {ρ : Matrix n n ℂ} (hρ : IsDensityMatrix ρ) :
    IsUnit ρ ↔ ∃! K : Matrix n n ℂ, IsModularHamiltonian K ρ :=
  hρ.1.posDef_iff_isUnit.symm.trans (posDef_iff_existsUnique ρ)
```

`IsUnit ρ` means that ρ is invertible, that is, of full rank. A positive semidefinite matrix is invertible exactly when it is positive definite, so the previous theorem applies. A singular state has no modular Hamiltonian in the sense defined here, a matrix K on the whole space, since exp(−K) is always invertible. For a reduced density matrix of full rank on a finite-dimensional subsystem, this makes the entanglement Hamiltonian K, defined by ρ = exp(−K) with no separate factor 1/Z, unique, additive constant included.

Another model would define K outright as −log ρ by functional calculus. The definition would then single out one K, and for invertible ρ it would remain to prove that exp(−K) = ρ and that no other Hermitian matrix satisfies this. Singular states would also receive a K, because Lean sets log 0 = 0, but that K would not reproduce ρ.

```lean
/-- If `K` is a modular Hamiltonian of the matrix `ρ`, an operator commutes with `ρ` exactly when it
commutes with `K`. -/
theorem commute_state_iff {K ρ : Matrix n n ℂ} (h : IsModularHamiltonian K ρ)
    (X : Matrix n n ℂ) : ρ * X = X * ρ ↔ K * X = X * K := by
  rw [h.2]
  exact exp_intertwine_iff h.1 h.1 X
```

Taking K = L in the intertwining theorem gives

ρX = Xρ ⇔ KX = XK.

The trace of ρ plays no part. When ρ is a density matrix, the state and its modular Hamiltonian thus have the same unitary symmetries.

```lean
/-- For `H` Hermitian and `Z > 0`, the matrix `exp(-βH)/Z` has the modular Hamiltonian
`βH + log Z`. -/
theorem gibbs_modularHamiltonian {H : Matrix n n ℂ} (hH : H.IsHermitian) (β : ℝ) {Z : ℝ}
    (hZ : 0 < Z) :
    IsModularHamiltonian (β • H + Real.log Z • (1 : Matrix n n ℂ))
      (Z⁻¹ • NormedSpace.exp (-(β • H))) := by
  have hd : ∀ c : ℝ, diagonal (fun _ : n => (c : ℂ)) = c • (1 : Matrix n n ℂ) := by
    intro c
    ext i j
    by_cases hij : i = j <;> simp [hij]
  -- The constant shift `log Z` contributes the factor `1/Z`.
  have hs : NormedSpace.exp (-(Real.log Z • (1 : Matrix n n ℂ))) =
      Z⁻¹ • (1 : Matrix n n ℂ) := by
    have h := exp_neg_conj (1 : Matrix n n ℂ) (by simp) (fun _ => Real.log Z)
    rw [conjTranspose_one, one_mul, mul_one, one_mul, mul_one, Real.exp_neg,
      Real.exp_log hZ, hd (Real.log Z), hd Z⁻¹] at h
    exact h
  refine ⟨?_, ?_⟩
  · unfold Matrix.IsHermitian
    simp only [conjTranspose_add, conjTranspose_smul, conjTranspose_one, hH.eq, star_trivial]
  · have hc : Commute (-(β • H)) (-(Real.log Z • (1 : Matrix n n ℂ))) :=
      ((Commute.one_right _).smul_right _).neg_right
    rw [neg_add, Matrix.exp_add_of_commute _ _ hc, hs, mul_smul_comm, mul_one]

end ModularHamiltonian
```

Here `•` multiplies a matrix by a real number. The identity commutes with H, so the exponential factorises:

exp(−βH − log Z · 1) = exp(−βH) exp(−log Z) = exp(−βH)/Z.

Hence βH + log Z · 1 is a modular Hamiltonian of exp(−βH)/Z, and by the uniqueness theorem the only one. The theorem accepts any real β and any Z > 0; for nonempty `n`, the choice Z = tr exp(−βH) is positive and gives the normalised Gibbs state, with β the inverse temperature.

```lean
#print axioms ModularHamiltonian.posDef_iff_existsUnique
#print axioms ModularHamiltonian.density_isUnit_iff_existsUnique
#print axioms ModularHamiltonian.commute_state_iff
#print axioms ModularHamiltonian.gibbs_modularHamiltonian
```

```
'ModularHamiltonian.posDef_iff_existsUnique' depends on axioms: [propext, Classical.choice, Quot.sound]
'ModularHamiltonian.density_isUnit_iff_existsUnique' depends on axioms: [propext, Classical.choice, Quot.sound]
'ModularHamiltonian.commute_state_iff' depends on axioms: [propext, Classical.choice, Quot.sound]
'ModularHamiltonian.gibbs_modularHamiltonian' depends on axioms: [propext, Classical.choice, Quot.sound]
```
